# Two coupled Ising spins in a transverse field: no product state reaches the ground energy

A: Take two spins with $H=-J\,Z_1Z_2-h(X_1+X_2)$ and $J,h>0$. The ground energy is $-\sqrt{J^2+4h^2}$. The lowest energy of a normalised product state is $-J-h^2/J$ for $h\le J$ and $-2h$ for $h>J$, and it is always strictly higher.

Q: I believe the formulas. I am less sure that the Lean code is about this Hamiltonian and not some reduced $2\times2$ problem with the symmetry already put in.

A: It is the full $4\times4$ complex matrix, built from Pauli matrices by Kronecker products.

```lean
import Mathlib

open Matrix
open scoped Kronecker

namespace TransverseIsingDimer

noncomputable section

/-- The Pauli matrix X. -/
def pauliX : Matrix (Fin 2) (Fin 2) ℂ := !![0, 1; 1, 0]

/-- The Pauli matrix Z. -/
def pauliZ : Matrix (Fin 2) (Fin 2) ℂ := !![1, 0; 0, -1]

/-- The two-site Hamiltonian `-J Z₁Z₂ - h (X₁ + X₂)`. -/
def hamiltonian (J h : ℝ) : Matrix (Fin 2 × Fin 2) (Fin 2 × Fin 2) ℂ :=
  (-(J : ℂ)) • (pauliZ ⊗ₖ pauliZ) -
    (h : ℂ) • (pauliX ⊗ₖ (1 : Matrix (Fin 2) (Fin 2) ℂ) +
      (1 : Matrix (Fin 2) (Fin 2) ℂ) ⊗ₖ pauliX)
```

A: A basis state is a pair $(i,j)$, with site 1 first, and index 0 means $Z=+1$. The operators are Pauli matrices, not spin-½ operators, so there are no factors of ½. The single bond is counted once, and $J>0$ favours parallel spins.

Q: And the states?

A: A state is any complex vector `ψ` of amplitudes. Normalisation is a separate condition, and a product state has amplitudes $a_i b_j$, where the spins $a$ and $b$ are independent and complex.

```lean
/-- The real part of the expectation value of `A` in the state `ψ`. -/
def expect {n : Type} [Fintype n] (A : Matrix n n ℂ) (ψ : n → ℂ) : ℝ :=
  (star ψ ⬝ᵥ (A *ᵥ ψ)).re

/-- The total probability of the state is one. -/
def IsNormalised {n : Type} [Fintype n] (ψ : n → ℂ) : Prop :=
  ∑ i, Complex.normSq (ψ i) = 1

/-- The product state of two single spins. -/
def productState (a b : Fin 2 → ℂ) : Fin 2 × Fin 2 → ℂ := fun p => a p.1 * b p.2
```

Q: `expect` keeps only the real part. That could hide something.

A: For a Hermitian matrix the expectation value is real, so nothing is lost. Hermiticity is checked entry by entry:

```lean
/-- The Hamiltonian is Hermitian. -/
theorem hamiltonian_isHermitian (J h : ℝ) : (hamiltonian J h).IsHermitian := by
  refine Matrix.IsHermitian.ext ?_
  rintro ⟨i, j⟩ ⟨k, l⟩
  fin_cases i <;> fin_cases j <;> fin_cases k <;> fin_cases l <;>
    simp [hamiltonian, pauliX, pauliZ]
```

Q: Then show me the energy by hand.

A: $Z_1Z_2$ is $+1$ on parallel and $-1$ on antiparallel spins, while $X_1+X_2$ connects each parallel state to both antiparallel ones. With $s=\psi_{00}+\psi_{11}$ and $t=\psi_{01}+\psi_{10}$,
$$E=-J\left(|\psi_{00}|^2+|\psi_{11}|^2-|\psi_{01}|^2-|\psi_{10}|^2\right)-2h\,\mathrm{Re}(\bar s\,t).$$
Lean writes $\mathrm{Re}(\bar s\,t)$ as the product of the real parts plus the product of the imaginary parts. The proof expands the matrix products and compares the two sides.

```lean
/-- The energy of an arbitrary two-spin state in terms of its four amplitudes. -/
theorem energy_eq (J h : ℝ) (ψ : Fin 2 × Fin 2 → ℂ) :
    expect (hamiltonian J h) ψ =
      -J * (Complex.normSq (ψ (0, 0)) + Complex.normSq (ψ (1, 1))
        - Complex.normSq (ψ (0, 1)) - Complex.normSq (ψ (1, 0)))
      - 2 * h * ((ψ (0, 0) + ψ (1, 1)).re * (ψ (0, 1) + ψ (1, 0)).re
        + (ψ (0, 0) + ψ (1, 1)).im * (ψ (0, 1) + ψ (1, 0)).im) := by
  simp [expect, hamiltonian, pauliX, pauliZ, dotProduct, Matrix.mulVec,
    Fintype.sum_prod_type, Fin.sum_univ_two, Matrix.one_apply, Complex.normSq_apply]
  ring
```

Q: For product states I would think in terms of Bloch vectors.

A: So does the proof. For one spin, $\langle X\rangle=2\,\mathrm{Re}(\bar a_0a_1)$ and $\langle Z\rangle=|a_0|^2-|a_1|^2$. If the spin is normalised, then
$$1-\langle Z\rangle^2-\langle X\rangle^2=4\left(\mathrm{Re}\,a_0\,\mathrm{Im}\,a_1-\mathrm{Im}\,a_0\,\mathrm{Re}\,a_1\right)^2\ge0.$$
The right-hand side is $\langle Y\rangle^2$. In `bloch_disc`, squaring the normalisation condition supplies the 1, and `linarith` adds the non-negative square.

```lean
/-- The expectation values of X and Z in terms of the two amplitudes of a spin. -/
theorem expect_pauli (a : Fin 2 → ℂ) :
    expect pauliX a = 2 * ((a 0).re * (a 1).re + (a 0).im * (a 1).im) ∧
    expect pauliZ a = Complex.normSq (a 0) - Complex.normSq (a 1) := by
  constructor <;>
    simp [expect, pauliX, pauliZ, dotProduct, Matrix.mulVec, Fin.sum_univ_two,
      Complex.normSq_apply] <;> ring

/-- For a normalised spin, the expectation values of Z and X lie in the unit disc. -/
theorem bloch_disc {a : Fin 2 → ℂ} (ha : IsNormalised a) :
    expect pauliZ a ^ 2 + expect pauliX a ^ 2 ≤ 1 := by
  rw [(expect_pauli a).1, (expect_pauli a).2]
  simp only [IsNormalised, Fin.sum_univ_two, Complex.normSq_apply] at ha ⊢
  have hN := congrArg (fun y : ℝ => y ^ 2) ha
  simp only [one_pow] at hN
  -- the missing part is the square of the expectation value of Y
  linarith [sq_nonneg ((a 0).re * (a 1).im - (a 0).im * (a 1).re)]
```

Q: That bounds the energy from below. For a minimum you also need spins that sit on the edge of the disc.

A: For any $x\in[-1,1]$, take the real amplitudes
$$u=\tfrac12\left(\sqrt{1+x}+\sqrt{1-x}\right),\qquad v=\tfrac12\left(\sqrt{1+x}-\sqrt{1-x}\right).$$
Then $u^2+v^2=1$ and $2uv=x$, so $\langle X\rangle=x$ and $\langle Z\rangle^2=(u^2+v^2)^2-4u^2v^2=1-x^2$.

```lean
/-- Every value of ⟨X⟩ between -1 and 1 occurs for a normalised spin with
⟨X⟩² + ⟨Z⟩² = 1. -/
theorem exists_spin {x : ℝ} (h0 : -1 ≤ x) (h1 : x ≤ 1) :
    ∃ a : Fin 2 → ℂ, IsNormalised a ∧ expect pauliX a = x ∧
      expect pauliZ a ^ 2 = 1 - x ^ 2 := by
  have hs : √(1 + x) ^ 2 = 1 + x := Real.sq_sqrt (by linarith)
  have ht : √(1 - x) ^ 2 = 1 - x := Real.sq_sqrt (by linarith)
  obtain ⟨u, v, hN, hX⟩ : ∃ u v : ℝ, u ^ 2 + v ^ 2 = 1 ∧ 2 * (u * v) = x :=
    ⟨(√(1 + x) + √(1 - x)) / 2, (√(1 + x) - √(1 - x)) / 2,
      by linear_combination (hs + ht) / 2, by linear_combination (hs - ht) / 2⟩
  refine ⟨![(u : ℂ), (v : ℂ)], ?_, ?_, ?_⟩
  · simp [IsNormalised, Fin.sum_univ_two, Complex.normSq_ofReal]
    linear_combination hN
  · rw [(expect_pauli _).1]
    simp
    linear_combination hX
  · rw [(expect_pauli _).2]
    simp [Complex.normSq_ofReal]
    linear_combination (u ^ 2 + v ^ 2 + 1) * hN - (2 * u * v + x) * hX
```

Q: How does the two-spin energy reduce to these averages?

A: Write $z,x$ for $\langle Z\rangle,\langle X\rangle$ in spin $a$, and $w,y$ for the same averages in spin $b$. The bond term factorises into $zw$. The term $X_1$ gives $x$ times the squared norm of $b$, and $X_2$ gives $y$ times the squared norm of $a$. Both norms are 1, so
$$E=-J\,zw-h(x+y).$$
The two normalisation conditions enter the final `linear_combination` at exactly that point.

```lean
/-- In a normalised product state the energy is `-J⟨Z⟩⟨Z⟩ - h(⟨X⟩ + ⟨X⟩)`, with the
expectation values taken in the separate spins. -/
theorem product_energy (J h : ℝ) {a b : Fin 2 → ℂ}
    (ha : IsNormalised a) (hb : IsNormalised b) :
    expect (hamiltonian J h) (productState a b) =
      -J * (expect pauliZ a * expect pauliZ b)
        - h * (expect pauliX a + expect pauliX b) := by
  rw [energy_eq, (expect_pauli a).1, (expect_pauli a).2, (expect_pauli b).1,
    (expect_pauli b).2]
  simp only [IsNormalised, Fin.sum_univ_two, Complex.normSq_apply] at ha hb
  simp only [productState, Complex.normSq_apply, Complex.mul_re, Complex.mul_im,
    Complex.add_re, Complex.add_im]
  linear_combination
    (-h * (2 * ((a 0).re * (a 1).re + (a 0).im * (a 1).im))) * hb
    + (-h * (2 * ((b 0).re * (b 1).re + (b 0).im * (b 1).im))) * ha
```

Q: Now the exact ground energy. Do you diagonalise?

A: No, the proof completes squares. Let $R=\sqrt{J^2+4h^2}$, $d=\psi_{00}-\psi_{11}$ and $e=\psi_{01}-\psi_{10}$. For a normalised state,
$$2(E+R)=(R-J)|d|^2+(R+J)|e|^2+\left[(R-J)|s|^2+(R+J)|t|^2-4h\,\mathrm{Re}(\bar s\,t)\right].$$
Since $(R-J)(R+J)=4h^2$, multiplying the bracket by $R+J>0$ gives $|2hs-(R+J)t|^2$. Every term is therefore non-negative, and $E\ge-R$.

Equality holds when $d=e=0$ and $2hs=(R+J)t$. So put amplitude $u$ on both parallel states and $v$ on both antiparallel ones, with $u:v=(R+J):2h$. Normalised, $u^2=(R+J)/(4R)$ and $v^2=(R-J)/(4R)$. The energy is
$$-2J(u^2-v^2)-8huv=-\frac{J^2}{R}-\frac{4h^2}{R}=-R.$$

Q: Where is that in the code?

A: The first half of the proof constructs this state, with `c` as the normalising factor. In the second half, `key` is the bracket for real numbers. It is applied once to the real parts and once to the imaginary parts, and `linarith` adds the terms in $d$ and $e$.

```lean
/-- The lowest energy over all normalised two-spin states is `-√(J² + 4h²)`. -/
theorem ground_energy {J : ℝ} (h : ℝ) (hJ : 0 < J) :
    IsLeast {E | ∃ ψ, IsNormalised ψ ∧ expect (hamiltonian J h) ψ = E}
      (-√(J ^ 2 + 4 * h ^ 2)) := by
  have hR : √(J ^ 2 + 4 * h ^ 2) ^ 2 = J ^ 2 + 4 * h ^ 2 := Real.sq_sqrt (by positivity)
  have hR0 := Real.sqrt_nonneg (J ^ 2 + 4 * h ^ 2)
  generalize √(J ^ 2 + 4 * h ^ 2) = R at hR hR0 ⊢
  have hpos : 0 < R + J := by linarith
  constructor
  · -- amplitudes u on parallel and v on antiparallel spins, with u : v = R + J : 2h
    have hS : 0 < 2 * ((R + J) ^ 2 + 4 * h ^ 2) := by positivity
    obtain ⟨c, hc⟩ : ∃ c : ℝ, c ^ 2 * (2 * ((R + J) ^ 2 + 4 * h ^ 2)) = 1 :=
      ⟨(√(2 * ((R + J) ^ 2 + 4 * h ^ 2)))⁻¹, by
        rw [inv_pow, Real.sq_sqrt hS.le, inv_mul_cancel₀ hS.ne']⟩
    obtain ⟨u, v, hN, hE⟩ : ∃ u v : ℝ, 2 * (u ^ 2 + v ^ 2) = 1 ∧
        -2 * J * (u ^ 2 - v ^ 2) - 8 * h * (u * v) = -R :=
      ⟨c * (R + J), c * (2 * h), by linear_combination hc,
        by linear_combination (-R) * hc + 2 * c ^ 2 * (R + J) * hR⟩
    refine ⟨fun p => if p.1 = p.2 then (u : ℂ) else (v : ℂ), ?_, ?_⟩
    · simp [IsNormalised, Fintype.sum_prod_type, Fin.sum_univ_two, Complex.normSq_ofReal]
      linear_combination hN
    · rw [energy_eq]
      simp [Complex.normSq_ofReal]
      linear_combination hE
  · rintro E ⟨ψ, hψ, rfl⟩
    have hJR : 0 ≤ R - J := by nlinarith [sq_nonneg h]
    -- the quadratic form left after adding R is a perfect square
    have key : ∀ p q : ℝ, 0 ≤ (R - J) * p ^ 2 + (R + J) * q ^ 2 - 4 * h * p * q := by
      intro p q
      have e : (R + J) * ((R - J) * p ^ 2 + (R + J) * q ^ 2 - 4 * h * p * q)
          = (2 * h * p - (R + J) * q) ^ 2 := by linear_combination p ^ 2 * hR
      refine le_of_mul_le_mul_left ?_ hpos
      rw [mul_zero, e]
      exact sq_nonneg _
    rw [energy_eq]
    simp only [IsNormalised, Fintype.sum_prod_type, Fin.sum_univ_two,
      Complex.normSq_apply, Complex.add_re, Complex.add_im] at hψ ⊢
    have hN := congrArg (fun y : ℝ => R * y) hψ
    simp only [mul_one] at hN
    linarith [key ((ψ (0, 0)).re + (ψ (1, 1)).re) ((ψ (0, 1)).re + (ψ (1, 0)).re),
      key ((ψ (0, 0)).im + (ψ (1, 1)).im) ((ψ (0, 1)).im + (ψ (1, 0)).im),
      mul_nonneg hJR (sq_nonneg ((ψ (0, 0)).re - (ψ (1, 1)).re)),
      mul_nonneg hJR (sq_nonneg ((ψ (0, 0)).im - (ψ (1, 1)).im)),
      mul_nonneg hpos.le (sq_nonneg ((ψ (0, 1)).re - (ψ (1, 0)).re)),
      mul_nonneg hpos.le (sq_nonneg ((ψ (0, 1)).im - (ψ (1, 0)).im))]
```

Q: The theorem speaks of `IsLeast` for a set of expectation values. I call the lowest eigenvalue the ground energy.

A: `IsLeast` says that some normalised state has this energy and that none has less. For a Hermitian matrix, that minimum is the lowest eigenvalue by the Rayleigh-Ritz principle; this last identification is textbook linear algebra, which the file does not spell out.

Q: On to the product minimum. The two sites are still coupled through $zw$.

A: The inequality $2zw\le z^2+w^2$ separates them. Together with $z^2\le1-x^2$ and $w^2\le1-y^2$ it gives
$$E\ge g(x)+g(y),\qquad g(r)=\frac J2r^2-hr-\frac J2.$$
Completing the square,
$$g(r)=\frac J2\left(r-\frac hJ\right)^2-\frac{h^2}{2J}-\frac J2.$$
If $h\le J$, this yields $E\ge-J-h^2/J$. If $h>J$, the vertex lies outside the allowed range $r\le1$, and one uses
$$g(r)-g(1)=(1-r)(h-J)+\frac J2(1-r)^2\ge0,\qquad g(1)=-h,$$
which yields $E\ge-2h$.

Q: And both values are attained?

A: Yes, by two identical spins on the edge of the disc, with $\langle X\rangle=h/J$ in the first case and $\langle X\rangle=1$ in the second. Identical spins have $zw=z^2=1-x^2$, so each inequality becomes an equality. In Lean, `exists_spin` supplies the spin. For the lower bound, `hzw` is the decoupling inequality, `f` is the completed square, and the last `linarith` uses the factorised difference for $h>J$.

```lean
/-- The lowest energy over normalised product states is `-J - h²/J` for `h ≤ J`
and `-2h` for `h > J`. -/
theorem product_minimum {J h : ℝ} (hJ : 0 < J) (hh : 0 ≤ h) :
    IsLeast {E | ∃ a b, IsNormalised a ∧ IsNormalised b ∧
        expect (hamiltonian J h) (productState a b) = E}
      (if h ≤ J then -J - h ^ 2 / J else -2 * h) := by
  constructor
  · -- both spins equal, with ⟨X⟩ = h/J or ⟨X⟩ = 1
    obtain ⟨x, h0, h1, hE⟩ : ∃ x : ℝ, -1 ≤ x ∧ x ≤ 1 ∧
        -J * (1 - x ^ 2) - 2 * h * x = if h ≤ J then -J - h ^ 2 / J else -2 * h := by
      split_ifs with hc
      · exact ⟨h / J, by linarith [div_nonneg hh hJ.le], (div_le_one hJ).2 hc,
          by field_simp; ring⟩
      · exact ⟨1, by norm_num, le_refl 1, by ring⟩
    obtain ⟨a, ha, hX, hZ⟩ := exists_spin h0 h1
    refine ⟨a, a, ha, ha, Eq.trans ?_ hE⟩
    rw [product_energy J h ha ha, hX]
    linear_combination (-J) * hZ
  · rintro E ⟨a, b, ha, hb, rfl⟩
    rw [product_energy J h ha hb]
    have da := bloch_disc ha
    have db := bloch_disc hb
    generalize expect pauliZ a = z at *
    generalize expect pauliZ b = w at *
    generalize expect pauliX a = x at *
    generalize expect pauliX b = y at *
    -- decouple the two sites
    have hzw := mul_nonneg hJ.le (sq_nonneg (z - w))
    have ha' := mul_le_mul_of_nonneg_left da hJ.le
    have hb' := mul_le_mul_of_nonneg_left db hJ.le
    split_ifs with hc
    · have f : ∀ s : ℝ, 0 ≤ J * s ^ 2 / 2 - h * s + h ^ 2 / J / 2 := by
        intro s
        have e : J * s ^ 2 / 2 - h * s + h ^ 2 / J / 2 = J / 2 * (s - h / J) ^ 2 := by
          field_simp
          ring
        rw [e]
        positivity
      linarith [f x, f y]
    · have hx : 0 ≤ 1 - x := by nlinarith [sq_nonneg z]
      have hy : 0 ≤ 1 - y := by nlinarith [sq_nonneg w]
      have hd : 0 ≤ h - J := by linarith [not_le.1 hc]
      linarith [mul_nonneg hx hd, mul_nonneg hy hd,
        mul_nonneg hJ.le (sq_nonneg (1 - x)), mul_nonneg hJ.le (sq_nonneg (1 - y))]
```

Q: This theorem assumes $J>0$ and $h\ge0$, so the field may be zero but not negative. Your opening claim had $h>0$.

A: At $h=0$ both minima equal $-J$, so the strict gap needs a non-zero field. For $h>0$, compare squares. If $h\le J$, then $h^2/J\le h$, and
$$\left(J+\frac{h^2}{J}\right)^2=J^2+2h^2+\frac{h^4}{J^2}\le J^2+3h^2<J^2+4h^2.$$
If $h>J$, then $(2h)^2<J^2+4h^2$ because $J>0$. The final theorem joins the two minima to this inequality. In its proof `split_ifs` separates the two cases, and `Real.lt_sqrt` turns each comparison with the root into a comparison of squares.

```lean
/-- The ground energy, the minimum over normalised product states, and the strict
inequality between them for positive coupling and field. -/
theorem product_states_miss_ground_energy {J h : ℝ} (hJ : 0 < J) (hh : 0 < h) :
    IsLeast {E | ∃ ψ, IsNormalised ψ ∧ expect (hamiltonian J h) ψ = E}
      (-√(J ^ 2 + 4 * h ^ 2)) ∧
    IsLeast {E | ∃ a b, IsNormalised a ∧ IsNormalised b ∧
        expect (hamiltonian J h) (productState a b) = E}
      (if h ≤ J then -J - h ^ 2 / J else -2 * h) ∧
    -√(J ^ 2 + 4 * h ^ 2) < if h ≤ J then -J - h ^ 2 / J else -2 * h := by
  refine ⟨ground_energy h hJ, product_minimum hJ hh.le, ?_⟩
  split_ifs with hc
  · have hk0 : 0 ≤ h ^ 2 / J := by positivity
    have hk : h ^ 2 / J ≤ h := (div_le_iff₀ hJ).2 (by nlinarith)
    have hkJ : h ^ 2 / J * J = h ^ 2 := div_mul_cancel₀ _ hJ.ne'
    have hk2 := pow_le_pow_left₀ hk0 hk 2
    have hlt : J + h ^ 2 / J < √(J ^ 2 + 4 * h ^ 2) :=
      (Real.lt_sqrt (by positivity)).2 (by nlinarith [pow_pos hh 2])
    linarith
  · have hlt : 2 * h < √(J ^ 2 + 4 * h ^ 2) :=
      (Real.lt_sqrt (by positivity)).2 (by nlinarith [pow_pos hJ 2])
    linarith

end

end TransverseIsingDimer
```

```lean
#print axioms TransverseIsingDimer.hamiltonian_isHermitian
#print axioms TransverseIsingDimer.product_states_miss_ground_energy
```

```
'TransverseIsingDimer.hamiltonian_isHermitian' depends on axioms: [propext, Classical.choice, Quot.sound]
'TransverseIsingDimer.product_states_miss_ground_energy' depends on axioms: [propext, Classical.choice, Quot.sound]
```

Q: So what may I take from it, and what not?

A: Minimising the energy over product states is the mean-field approximation to the ground state of a spin system, and for this two-site model you now have its exact energy error at every positive coupling and field. The theorem concerns pure states of two spins with equal fields on both sites. It says nothing about longer chains or the thermodynamic limit.
